# Discarding half the levels of a flat Schmidt tail of total weight 1/L loses weight 1/(2L)

For an integer L ≥ 1, take a finite Schmidt spectrum, given directly by its weights, with one level of weight 1 − 1/L and a flat tail of 2^L levels of weight 2^(−L)/L each, so that the weights sum to 1. The declaration `exists_optimal_truncation` states that some set of exactly 2^(L−1) + 1 levels can be kept so that the weight of the discarded levels is exactly 1/(2L). It does not assert that this choice is the best one of its size. The proof uses `exists_subsuperset_card_eq` to get a set of the required size containing the level `none`, the one outside the tail, and then computes the discarded weight from the number of tail levels left out.

As first written in Lean, the proof fails:

```lean
import Mathlib

open Finset

namespace ExistsOptimalTruncation

noncomputable section

/-- The total weight lost when only the Schmidt levels in `K` are kept. -/
def discardedWeight {ι : Type} [Fintype ι] [DecidableEq ι] (p : ι → ℝ) (K : Finset ι) : ℝ :=
  ∑ i ∈ Kᶜ, p i

/-- For `L ≥ 1`, the spectrum with one level `none` of weight `1 - 1/L` (dominant when `L ≥ 2`) and
a flat tail of `2^L` levels of weight `2^(-L)/L` each. -/
def spikeWeight (L : ℕ) : Option (Fin (2 ^ L)) → ℝ
  | none => 1 - 1 / (L : ℝ)
  | some _ => 1 / ((2 : ℝ) ^ L * L)

/-- If the level `none` is kept, the discarded weight is the number of discarded levels times the
weight `2^(-L)/L` of a single tail level. -/
theorem discardedWeight_of_dominant_kept {L : ℕ} {K : Finset (Option (Fin (2 ^ L)))}
    (hK : none ∈ K) :
    discardedWeight (spikeWeight L) K
      = ((2 : ℝ) ^ L + 1 - K.card) * (1 / ((2 : ℝ) ^ L * L)) := by
  have hs : ∑ i ∈ Kᶜ, spikeWeight L i = ∑ _i ∈ Kᶜ, 1 / ((2 : ℝ) ^ L * L) := by
    refine sum_congr rfl fun i hi => ?_
    cases i with
    | none => exact absurd hK (mem_compl.mp hi)
    | some j => rfl
  have hc : (K.card : ℝ) + (Kᶜ.card : ℝ) = 2 ^ L + 1 := by
    have h := card_add_card_compl K
    rw [Fintype.card_option, Fintype.card_fin] at h
    exact_mod_cast h
  rw [discardedWeight, hs, sum_const, nsmul_eq_mul,
    show (Kᶜ.card : ℝ) = 2 ^ L + 1 - K.card by linarith]

/-- For `L ≥ 1`, half of the tail levels together carry the weight `1/(2L)`. -/
theorem half_tail_weight {L : ℕ} (hL : 1 ≤ L) :
    1 / (2 * (L : ℝ)) = (2 : ℝ) ^ (L - 1) * (1 / ((2 : ℝ) ^ L * L)) := by
  have h0 : (L : ℝ) ≠ 0 := by exact_mod_cast (by omega : L ≠ 0)
  have hpow : (2 : ℝ) ^ L = 2 * 2 ^ (L - 1) := by
    rw [← pow_succ', Nat.sub_add_cancel hL]
  rw [hpow]
  field_simp

/-- For `L ≥ 1` some truncation to `2^(L-1) + 1` levels discards exactly the weight `1/(2L)`. -/
theorem exists_optimal_truncation {L : ℕ} (hL : 1 ≤ L) :
    ∃ K : Finset (Option (Fin (2 ^ L))), K.card = 2 ^ (L - 1) + 1 ∧
      discardedWeight (spikeWeight L) K = 1 / (2 * (L : ℝ)) := by
  have hle : 2 ^ (L - 1) ≤ 2 ^ L := Nat.pow_le_pow_right (by norm_num) (by omega)
  obtain ⟨K, hK, -, hcard⟩ := exists_subsuperset_card_eq
    (subset_univ ({none} : Finset (Option (Fin (2 ^ L))))) (n := 2 ^ (L - 1) + 1)
    (by rw [card_singleton]; omega)
    (by rw [card_univ, Fintype.card_option, Fintype.card_fin]; omega)
  refine ⟨K, hcard, ?_⟩
  have hpow : (2 : ℝ) ^ L = 2 * 2 ^ (L - 1) := by
    rw [← pow_succ', Nat.sub_add_cancel hL]
  have hc : (K.card : ℝ) = 2 ^ (L - 1) + 1 := by exact_mod_cast hcard
  rw [discardedWeight_of_dominant_kept (hK (mem_singleton_self none)), half_tail_weight hL,
    show (2 : ℝ) ^ L + 1 - K.card = 2 ^ (L - 1) by linarith]

end

end ExistsOptimalTruncation
```

The compiler's answer:

```
Main.lean:53:29: error: omega could not prove the goal:
a possible counterexample may satisfy the constraints
  c ≤ -1
  b - c ≥ 0
  a ≥ 1
where
 a := ↑L
 b := ↑2 ^ L
 c := ↑2 ^ (L - 1)
```

To apply `exists_subsuperset_card_eq`, the proof must show that the requested size is at least that of `{none}`. After `rw [card_singleton]` this is the natural-number inequality `1 ≤ 2 ^ (L - 1) + 1`, which is true because a natural number is never negative.

`omega` fails on it because it works over the integers and here treats the cast power `↑2 ^ (L - 1)` as an unknown `c`, without having the fact that `c` is nonnegative. The message shows this: the proposed counterexample has `c ≤ -1`, which no power of 2 satisfies. The other constraints, which come from `hle` and `hL`, do not exclude it.

The repair replaces `omega` with `exact Nat.le_add_left 1 _`. That lemma says that 1 is at most any natural number plus 1, which is exactly the goal, so nothing about the power needs to be known.

This version goes through:

```diff
@@ -51,5 +51,5 @@
   obtain ⟨K, hK, -, hcard⟩ := exists_subsuperset_card_eq
     (subset_univ ({none} : Finset (Option (Fin (2 ^ L))))) (n := 2 ^ (L - 1) + 1)
-    (by rw [card_singleton]; omega)
+    (by rw [card_singleton]; exact Nat.le_add_left 1 _)
     (by rw [card_univ, Fintype.card_option, Fintype.card_fin]; omega)
   refine ⟨K, hcard, ?_⟩
```
